# One stationary state, and a current that follows the bias, for sequential tunnelling between two leads at a common temperature

## Can asymmetric barriers turn the current around?

To get the current through a Coulomb-blockaded island, I replace one row of the rate equations by the normalisation condition, solve for the charge probabilities, and add up the net tunnelling through the left junction. This relies on there being just one solution. My barriers are very asymmetric, their rates change from one charge state to the next, and the addition energies are irregular. Near zero bias the computed current sometimes has the wrong sign. Could that be physical, with some charge states pumping electrons against the bias, or must it be a numerical fault?

## No: every charging step flows with the bias

If both leads have the same temperature and each rate pair obeys detailed balance with its own lead, a wrong sign is a numerical fault.

Let \(p_n\) be the probability of charge state \(n=0,\dots,M\). Lead \(a=L,R\) drives \(n\to n+1\) at rate \(u_a(n)>0\) and the reverse at rate \(d_a(n)>0\), for \(n<M\). Let \(\mu_a\) be the electrochemical potential of the electrons in lead \(a\), an energy that falls as the lead's voltage rises; the bias here means \(\mu_L-\mu_R\). With addition energy \(D_n\), temperature \(T>0\) and \(k_B=1\),

\[
\frac{u_a(n)}{d_a(n)}=e^{(\mu_a-D_n)/T}.
\]

This condition stands for a lead in thermal equilibrium that supplies the energy \(D_n\) whenever it adds an electron to charge state \(n\). Write the net flow from lead \(a\) and the total flow as

\[
J_a(n)=u_a(n)p_n-d_a(n)p_{n+1},\qquad J(n)=J_L(n)+J_R(n).
\]

For \(M\ge1\), stationarity at charge 0 says \(J(0)=0\). At each charge \(n\) with \(1\le n<M\) it says \(J(n-1)=J(n)\), so all total flows vanish. Hence

\[
p_{n+1}=p_n\,\frac{u_L(n)+u_R(n)}{d_L(n)+d_R(n)},\qquad
p_n=\frac{w_n}{\sum_{k=0}^M w_k},\qquad
w_n=\prod_{k<n}\frac{u_L(k)+u_R(k)}{d_L(k)+d_R(k)}.
\]

Conversely, these positive numbers sum to one and make every \(J(n)\) vanish, so they are stationary. For \(M=0\) the formula gives \(p_0=1\). The derivation never uses \(p_n\ge0\), so your linear system has no second, sign-changing solution either.

Since \(J_R(n)=-J_L(n)\), what enters from the left leaves to the right. Inserting the recursion for \(p_{n+1}\) into \(J_L(n)\), and suppressing the argument \(n\) of the rates, gives

\[
J_L(n)=p_n\frac{u_L(d_L+d_R)-d_L(u_L+u_R)}{d_L+d_R}
=p_n\frac{u_Ld_R-d_Lu_R}{d_L+d_R}.
\]

Now put \(u_a=d_a e^{(\mu_a-D_n)/T}\):

\[
J_L(n)=p_n\frac{d_Ld_R}{d_L+d_R}
\left(e^{(\mu_L-D_n)/T}-e^{(\mu_R-D_n)/T}\right).
\]

The prefactor is positive and the exponential is increasing, so every step has the sign of \(\mu_L-\mu_R\). So does the current \(I_L=\sum_{n<M}J_L(n)\) when \(M\ge1\). Asymmetry changes its size, not its direction.

The smallest conducting island has \(M=1\). Its single step gives

\[
I_L=\frac{u_Ld_R-d_Lu_R}{u_L+u_R+d_L+d_R}.
\]

For \(u_a=\Gamma_a f_a\) and \(d_a=\Gamma_a(1-f_a)\), with \(\Gamma_a>0\) and \(f_a\) the Fermi occupation of lead \(a\) at energy \(D_0\), this becomes \(\Gamma_L\Gamma_R(f_L-f_R)/(\Gamma_L+\Gamma_R)\). With \(M=0\) there is no charging step and no current at any bias.

In the Lean file, `Lead` has the two values `L` and `R`, and `u a n`, `d a n` and `p n` are the rates and probabilities above. The charge index runs over all natural numbers, but `ThermalRates` constrains the rates only for `n < M`. `IsStationary` requires nonnegative probabilities, zero probability above `M`, total probability one, and a vanishing `masterRHS` at every charge up to `M`.

The theorem `stationary_unique_and_current_sign` says that, for `1 ≤ M` and thermal rates, exactly one such `p` exists (`∃!`), and that the sign of `current M u d p Lead.L` equals the sign of `μ Lead.L - μ Lead.R`. `SignType.sign` distinguishes negative, zero and positive, so the current vanishes exactly at equal potentials. It counts electrons entering from the left; the conventional electric current has the opposite sign.

The \(D_n\) are arbitrary real numbers, so no capacitance model is assumed, and they may differ from one bias point to the next. The model has one state per charge and changes the charge by one electron at a time. It leaves out cotunnelling, coherences and internal excitations of the island. For simulations within this finite sequential-tunnelling model, the result gives a sign check at every bias point.

```lean
import Mathlib

open Finset

namespace CoulombBlockade

noncomputable section

/-- The two leads, left and right. -/
inductive Lead
  | L
  | R

/-- Net rate at which electrons from lead `a` take the island from charge `n` to `n + 1`. -/
def leadFlow (u d : Lead → ℕ → ℝ) (p : ℕ → ℝ) (a : Lead) (n : ℕ) : ℝ :=
  u a n * p n - d a n * p (n + 1)

/-- Total probability flow from charge `n` to `n + 1`; there is no step above charge `M`. -/
def stepFlow (M : ℕ) (u d : Lead → ℕ → ℝ) (p : ℕ → ℝ) (n : ℕ) : ℝ :=
  if n < M then leadFlow u d p Lead.L n + leadFlow u d p Lead.R n else 0

/-- Right-hand side of the master equation: the rate of change of the probability of each
charge, inflow from below minus outflow upwards. -/
def masterRHS (M : ℕ) (u d : Lead → ℕ → ℝ) (p : ℕ → ℝ) : ℕ → ℝ
  | 0 => -stepFlow M u d p 0
  | n + 1 => stepFlow M u d p n - stepFlow M u d p (n + 1)

/-- A probability distribution on the charges `0, ..., M` that the master equation leaves
unchanged. -/
structure IsStationary (M : ℕ) (u d : Lead → ℕ → ℝ) (p : ℕ → ℝ) : Prop where
  nonneg : ∀ n, 0 ≤ p n
  support : ∀ n, M < n → p n = 0
  normalized : ∑ n ∈ range (M + 1), p n = 1
  balance : ∀ n ≤ M, masterRHS M u d p n = 0

/-- Electron current from lead `a` onto the island. -/
def current (M : ℕ) (u d : Lead → ℕ → ℝ) (p : ℕ → ℝ) (a : Lead) : ℝ :=
  ∑ n ∈ range M, leadFlow u d p a n

/-- Positive tunnelling rates obeying local detailed balance at temperature `T > 0`, with lead
potentials `μ` and addition energies `D` (units with Boltzmann constant one). -/
structure ThermalRates (M : ℕ) (u d : Lead → ℕ → ℝ) (μ : Lead → ℝ) (D : ℕ → ℝ) (T : ℝ) :
    Prop where
  T_pos : 0 < T
  up_pos : ∀ a, ∀ n < M, 0 < u a n
  down_pos : ∀ a, ∀ n < M, 0 < d a n
  ratio : ∀ a, ∀ n < M, u a n / d a n = Real.exp ((μ a - D n) / T)

/-- Product of the ratios of total upward to total downward rates below charge `n`, for
nonzero total downward rates. -/
def weight (u d : Lead → ℕ → ℝ) (n : ℕ) : ℝ :=
  ∏ k ∈ range n, (u Lead.L k + u Lead.R k) / (d Lead.L k + d Lead.R k)

/-- The normalised weights on the charges `0, ..., M`, for positive rates. -/
def stationaryDist (M : ℕ) (u d : Lead → ℕ → ℝ) (n : ℕ) : ℝ :=
  if n ≤ M then weight u d n / ∑ k ∈ range (M + 1), weight u d k else 0

variable {M : ℕ} {u d : Lead → ℕ → ℝ} {p : ℕ → ℝ} {μ : Lead → ℝ} {D : ℕ → ℝ} {T : ℝ}

/-- If the master equation is balanced at every charge, the flows from the two leads cancel
on every charging step. -/
theorem flow_cancels (h : ∀ n ≤ M, masterRHS M u d p n = 0) (n : ℕ) (hn : n < M) :
    leadFlow u d p Lead.L n + leadFlow u d p Lead.R n = 0 := by
  have key : ∀ k, k ≤ M → stepFlow M u d p k = 0 := by
    intro k
    induction k with
    | zero =>
      intro hk
      have h1 := h 0 hk
      simp only [masterRHS] at h1
      linarith
    | succ k ih =>
      intro hk
      have h1 := h (k + 1) hk
      have h2 := ih (by omega)
      simp only [masterRHS] at h1
      linarith
  have h3 := key n hn.le
  rwa [stepFlow, if_pos hn] at h3

/-- For positive rates the weights of the charges `0, ..., M` are positive. -/
theorem weight_pos (hu : ∀ a, ∀ n < M, 0 < u a n) (hd : ∀ a, ∀ n < M, 0 < d a n)
    (n : ℕ) (hn : n ≤ M) : 0 < weight u d n := by
  unfold weight
  refine Finset.prod_pos fun k hk => ?_
  have hk' : k < M := lt_of_lt_of_le (Finset.mem_range.mp hk) hn
  exact div_pos (add_pos (hu _ k hk') (hu _ k hk')) (add_pos (hd _ k hk') (hd _ k hk'))

/-- For positive rates, a distribution is stationary exactly when it is given by the
normalised weights. -/
theorem stationary_iff (hu : ∀ a, ∀ n < M, 0 < u a n) (hd : ∀ a, ∀ n < M, 0 < d a n) :
    IsStationary M u d p ↔ p = stationaryDist M u d := by
  have hZ : 0 < ∑ k ∈ range (M + 1), weight u d k :=
    Finset.sum_pos (fun k hk => weight_pos hu hd k
      (by have := Finset.mem_range.mp hk; omega)) ⟨0, by simp⟩
  have hs : ∀ n, weight u d (n + 1) = weight u d n *
      ((u Lead.L n + u Lead.R n) / (d Lead.L n + d Lead.R n)) :=
    fun n => Finset.prod_range_succ _ _
  have hc : ∀ n < M, (u Lead.L n + u Lead.R n) / (d Lead.L n + d Lead.R n) *
      (d Lead.L n + d Lead.R n) = u Lead.L n + u Lead.R n :=
    fun n hn => div_mul_cancel₀ _ (add_pos (hd _ n hn) (hd _ n hn)).ne'
  constructor
  · intro h
    -- vanishing flow on each step fixes `p` up to its value at charge zero
    have hp : ∀ n, n ≤ M → p n = p 0 * weight u d n := by
      intro n
      induction n with
      | zero => intro _; simp [weight]
      | succ n ih =>
        intro hn
        have hf := flow_cancels h.balance n (by omega)
        have hD := add_pos (hd Lead.L n (by omega)) (hd Lead.R n (by omega))
        simp only [leadFlow] at hf
        have h2 : p (n + 1) = p n *
            ((u Lead.L n + u Lead.R n) / (d Lead.L n + d Lead.R n)) := by
          rw [← mul_div_assoc, eq_div_iff hD.ne']
          linear_combination -hf
        rw [h2, ih (by omega), hs]
        ring
    have h0 : p 0 * ∑ k ∈ range (M + 1), weight u d k = 1 := by
      refine Eq.trans ?_ h.normalized
      rw [Finset.mul_sum]
      exact Finset.sum_congr rfl fun k hk =>
        (hp k (by have := Finset.mem_range.mp hk; omega)).symm
    funext n
    unfold stationaryDist
    split_ifs with hn
    · rw [hp n hn, eq_div_iff hZ.ne']
      linear_combination weight u d n * h0
    · exact h.support n (by omega)
  · rintro rfl
    have hb : ∀ n, stepFlow M u d (stationaryDist M u d) n = 0 := by
      intro n
      unfold stepFlow
      split_ifs with hn
      · have e1 : stationaryDist M u d n =
            weight u d n / ∑ k ∈ range (M + 1), weight u d k := if_pos hn.le
        have e2 : stationaryDist M u d (n + 1) =
            weight u d (n + 1) / ∑ k ∈ range (M + 1), weight u d k := if_pos hn
        unfold leadFlow
        rw [e1, e2, hs]
        linear_combination
          (-(weight u d n / ∑ k ∈ range (M + 1), weight u d k)) * hc n hn
      · rfl
    refine ⟨fun n => ?_, fun n hn => if_neg (not_le_of_gt hn), ?_, fun n _ => ?_⟩
    · unfold stationaryDist
      split_ifs with hn
      · exact (div_pos (weight_pos hu hd n hn) hZ).le
      · exact le_rfl
    · have e : ∑ n ∈ range (M + 1), stationaryDist M u d n =
          ∑ n ∈ range (M + 1), weight u d n / ∑ k ∈ range (M + 1), weight u d k :=
        Finset.sum_congr rfl fun k hk =>
          if_pos (by have := Finset.mem_range.mp hk; omega)
      rw [e, ← Finset.sum_div, div_self hZ.ne']
    · cases n <;> simp [masterRHS, hb]

/-- In a stationary state the current entering from the left lead leaves into the right lead. -/
theorem current_conserved (h : IsStationary M u d p) :
    current M u d p Lead.L = -current M u d p Lead.R := by
  unfold current
  rw [← Finset.sum_neg_distrib]
  refine Finset.sum_congr rfl fun n hn => ?_
  linarith [flow_cancels h.balance n (Finset.mem_range.mp hn)]

/-- For thermal rates, the stationary flow from the left lead on each charging step is the
occupation times a series combination of rates times a difference of Boltzmann factors. -/
theorem leadFlow_eq (r : ThermalRates M u d μ D T) (h : IsStationary M u d p)
    (n : ℕ) (hn : n < M) :
    leadFlow u d p Lead.L n =
      p n * (d Lead.L n * d Lead.R n / (d Lead.L n + d Lead.R n)) *
        (Real.exp ((μ Lead.L - D n) / T) - Real.exp ((μ Lead.R - D n) / T)) := by
  have hL := (div_eq_iff (r.down_pos Lead.L n hn).ne').mp (r.ratio Lead.L n hn)
  have hR := (div_eq_iff (r.down_pos Lead.R n hn).ne').mp (r.ratio Lead.R n hn)
  have hS := add_pos (r.down_pos Lead.L n hn) (r.down_pos Lead.R n hn)
  have hf := flow_cancels h.balance n hn
  simp only [leadFlow] at hf ⊢
  -- clear the denominator, then eliminate the occupation of charge `n + 1`
  rw [← mul_div_assoc, div_mul_eq_mul_div, eq_div_iff hS.ne']
  linear_combination d Lead.L n * hf + (d Lead.R n * p n) * hL - (d Lead.L n * p n) * hR

/-- For thermal rates on an island with at least two charge states, the stationary distribution
exists and is unique, and its electron current from left to right has the sign of `μ_L - μ_R`. -/
theorem stationary_unique_and_current_sign (hM : 1 ≤ M) (r : ThermalRates M u d μ D T) :
    (∃! p, IsStationary M u d p) ∧
      ∀ p, IsStationary M u d p →
        SignType.sign (current M u d p Lead.L) = SignType.sign (μ Lead.L - μ Lead.R) := by
  refine ⟨⟨stationaryDist M u d, (stationary_iff r.up_pos r.down_pos).2 rfl,
    fun q hq => (stationary_iff r.up_pos r.down_pos).1 hq⟩, fun p h => ?_⟩
  have hT := r.T_pos
  have hp : ∀ n < M, 0 < p n := by
    intro n hn
    have hne : p n ≠ 0 := by
      rw [(stationary_iff r.up_pos r.down_pos).1 h, stationaryDist, if_pos hn.le]
      exact (div_pos (weight_pos r.up_pos r.down_pos n hn.le)
        (Finset.sum_pos (fun k hk => weight_pos r.up_pos r.down_pos k
          (by have := Finset.mem_range.mp hk; omega)) ⟨0, by simp⟩)).ne'
    exact lt_of_le_of_ne (h.nonneg n) hne.symm
  have hk : ∀ n < M, 0 < p n * (d Lead.L n * d Lead.R n / (d Lead.L n + d Lead.R n)) :=
    fun n hn => mul_pos (hp n hn) (div_pos
      (mul_pos (r.down_pos _ n hn) (r.down_pos _ n hn))
      (add_pos (r.down_pos _ n hn) (r.down_pos _ n hn)))
  have hexp : ∀ x y z : ℝ, x < y → Real.exp ((x - z) / T) < Real.exp ((y - z) / T) :=
    fun x y z hxy => Real.exp_lt_exp.mpr (div_lt_div_of_pos_right (by linarith) hT)
  -- every charging step carries a flow of the same sign
  rcases lt_trichotomy (μ Lead.L) (μ Lead.R) with hlt | heq | hgt
  · have hI : 0 < ∑ n ∈ range M, -leadFlow u d p Lead.L n := by
      refine Finset.sum_pos (fun n hn => ?_) ⟨0, Finset.mem_range.mpr hM⟩
      have hn' := Finset.mem_range.mp hn
      rw [leadFlow_eq r h n hn']
      exact neg_pos.mpr (mul_neg_of_pos_of_neg (hk n hn') (sub_neg.mpr (hexp _ _ _ hlt)))
    rw [Finset.sum_neg_distrib] at hI
    have hI' : current M u d p Lead.L < 0 := neg_pos.mp hI
    rw [sign_neg hI', sign_neg (sub_neg.mpr hlt)]
  · have hI : current M u d p Lead.L = 0 := by
      refine Finset.sum_eq_zero fun n hn => ?_
      rw [leadFlow_eq r h n (Finset.mem_range.mp hn), heq, sub_self, mul_zero]
    rw [hI, heq, sub_self]
  · have hI : 0 < current M u d p Lead.L := by
      refine Finset.sum_pos (fun n hn => ?_) ⟨0, Finset.mem_range.mpr hM⟩
      have hn' := Finset.mem_range.mp hn
      rw [leadFlow_eq r h n hn']
      exact mul_pos (hk n hn') (sub_pos.mpr (hexp _ _ _ hgt))
    rw [sign_pos hI, sign_pos (sub_pos.mpr hgt)]

/-- For thermal rates and equal lead potentials, stationary probabilities of neighbouring
charges are related by the Boltzmann factor of the charging step. -/
theorem equilibrium_ratio (r : ThermalRates M u d μ D T) (h : IsStationary M u d p)
    (hμ : μ Lead.L = μ Lead.R) (n : ℕ) (hn : n < M) :
    p (n + 1) = p n * Real.exp ((μ Lead.L - D n) / T) := by
  have hL := (div_eq_iff (r.down_pos Lead.L n hn).ne').mp (r.ratio Lead.L n hn)
  have hR := (div_eq_iff (r.down_pos Lead.R n hn).ne').mp (r.ratio Lead.R n hn)
  rw [← hμ] at hR
  have hS := add_pos (r.down_pos Lead.L n hn) (r.down_pos Lead.R n hn)
  have hf := flow_cancels h.balance n hn
  simp only [leadFlow] at hf
  apply mul_left_cancel₀ hS.ne'
  linear_combination -hf + p n * hL + p n * hR

/-- Fermi function at energy `x` above the lead potential, for temperature `T ≠ 0`. -/
def fermi (T x : ℝ) : ℝ := 1 / (Real.exp (x / T) + 1)

/-- Tunnelling in through filled and out through empty lead states, with positive couplings
`Γ` and `T > 0`, gives thermal rates. -/
theorem thermalRates_witness (M : ℕ) (Γ μ : Lead → ℝ) (D : ℕ → ℝ) (T : ℝ)
    (hΓ : ∀ a, 0 < Γ a) (hT : 0 < T) :
    ThermalRates M (fun a n => Γ a * fermi T (D n - μ a))
      (fun a n => Γ a * (1 - fermi T (D n - μ a))) μ D T := by
  have hpos : ∀ x, 0 < fermi T x := fun x => by unfold fermi; positivity
  have hc : ∀ x, 1 - fermi T x = Real.exp (x / T) * fermi T x := by
    intro x
    have h1 : fermi T x * (Real.exp (x / T) + 1) = 1 :=
      div_mul_cancel₀ _ (add_pos (Real.exp_pos _) one_pos).ne'
    linear_combination -h1
  have hd : ∀ a n, 0 < Γ a * (1 - fermi T (D n - μ a)) := fun a n => by
    rw [hc]
    exact mul_pos (hΓ a) (mul_pos (Real.exp_pos _) (hpos _))
  refine ⟨hT, fun a n _ => mul_pos (hΓ a) (hpos _), fun a n _ => hd a n, fun a n _ => ?_⟩
  have he : Real.exp ((μ a - D n) / T) * Real.exp ((D n - μ a) / T) = 1 := by
    rw [← Real.exp_add, show (μ a - D n) / T + (D n - μ a) / T = 0 by ring, Real.exp_zero]
  refine (div_eq_iff (hd a n).ne').mpr ?_
  rw [hc]
  linear_combination (-(Γ a * fermi T (D n - μ a))) * he

end

end CoulombBlockade
```

```lean
#print axioms CoulombBlockade.current_conserved
#print axioms CoulombBlockade.stationary_unique_and_current_sign
#print axioms CoulombBlockade.equilibrium_ratio
```

```
'CoulombBlockade.current_conserved' depends on axioms: [propext, Classical.choice, Quot.sound]
'CoulombBlockade.stationary_unique_and_current_sign' depends on axioms: [propext, Classical.choice, Quot.sound]
'CoulombBlockade.equilibrium_ratio' depends on axioms: [propext, Classical.choice, Quot.sound]
```

`flow_cancels` is the induction up the charge ladder. `stepFlow` is zero at `M` by definition, which builds in the absence of a higher charge state. `weight_pos` shows that the products \(w_n\) are positive.

`stationary_iff` contains existence and uniqueness together. In one direction, induction gives `p n = p 0 * weight u d n`, and normalisation fixes `p 0`. In the other, the weights are substituted back and each condition of `IsStationary` is checked.

`current_conserved` sums \(J_L(n)=-J_R(n)\) over the steps, which is why the left-lead current can be read as the current from left to right. `leadFlow_eq` is the elimination of \(p_{n+1}\): `div_eq_iff` turns the rate ratios into products, `eq_div_iff` clears the denominator, and `linear_combination` adds the balance equation, multiplied by \(d_L\), to multiples of the two detailed-balance relations.

The main theorem takes existence and uniqueness from `stationary_iff`, shows that the occupations below `M` are positive, and splits by `lt_trichotomy` into the three orderings of the potentials. For unequal potentials it sums terms of one strict sign, and `hM` ensures that there is at least one term. For equal potentials every term is zero.

`equilibrium_ratio` adds that at equal potentials \(\mu\) the probabilities satisfy \(p_{n+1}=p_n e^{(\mu-D_n)/T}\), whatever the barriers. `thermalRates_witness` shows that the Fermi-function rates, with \(f_a\) evaluated at \(D_n\) on each step, meet all the conditions in `ThermalRates`. It uses \(1-f(x)=e^{x/T}f(x)\), where \(x=D_n-\mu_a\).

The same elimination by hand also handles leads at different temperatures \(T_L\) and \(T_R\), a case that the file leaves aside. Step \(n\) then flows with the sign of \((\mu_L-D_n)/T_L-(\mu_R-D_n)/T_R\), which can differ between steps. For \(M=1\), equal potentials \(\mu\) and \(D_0\ne\mu\), a temperature difference alone drives a current. If your leads are not at the same temperature, a current against a small bias may therefore be real.
